# Hyperfine error can be first order in the mixing angle when spin contamination is second order

States are vectors $x\in\mathbb C^n$ with finitely many components, and observables are Hermitian $n\times n$ matrices. The overlap is $\langle x,y\rangle=\sum_i \bar x_i y_i$, written `star x ⬝ᵥ y` in Lean, so it is conjugate-linear in the first slot.

```lean
import Mathlib

open Matrix Filter Topology

namespace SpinContaminationHyperfine

noncomputable section

variable {n : Type*} [Fintype n]
```

The matrix element $\langle x,Ay\rangle$ is `braket x A y`.

```lean
/-- The matrix element `⟨x, A y⟩` of an operator between two states. -/
def braket (x : n → ℂ) (A : Matrix n n ℂ) (y : n → ℂ) : ℂ := star x ⬝ᵥ (A *ᵥ y)
```

The function `mean A x` is $\langle A\rangle_x=\mathrm{Re}\langle x,Ax\rangle$. It is the expectation value when $A$ is Hermitian and $x$ is a unit vector.

```lean
/-- The real part of `⟨x, A x⟩`, which for Hermitian `A` and a unit vector `x` is the
expectation value. -/
def mean (A : Matrix n n ℂ) (x : n → ℂ) : ℝ := (braket x A x).re
```

For a real mixing angle $t$, the contaminated state is $\psi(t)=\cos(t)\,u+\sin(t)\,v$, written `mixed u v t`. A relative phase between the components can be absorbed into $v$.

```lean
/-- The contaminated state `cos(t) u + sin(t) v` with mixing angle `t`. -/
def mixed (u v : n → ℂ) (t : ℝ) : n → ℂ :=
  (Real.cos t : ℂ) • u + (Real.sin t : ℂ) • v
```

In the application, $S_2$ (`S2`) is the total spin squared in units of $\hbar^2$, $u$ is a doublet with eigenvalue $3/4$, and $v$ is a quartet with eigenvalue $15/4$. The matrix $T$ stands for the hyperfine operator; only its Hermiticity is used. Spin contamination means $\langle S_2\rangle_\psi-3/4$, and hyperfine error means $\langle T\rangle_\psi-\langle T\rangle_u$, measured from the pure doublet $u$ and not from experiment.

## (a) Exchanging two states in an overlap

**Task.** Show that $\langle x,y\rangle=\overline{\langle y,x\rangle}$.

**Solution.** Conjugate term by term:
$$\overline{\sum_i \bar y_i x_i}=\sum_i y_i\bar x_i=\sum_i\bar x_i y_i .$$
In Lean, `simp only` moves the conjugation inside the sum, and `mul_comm` reorders each product.

```lean
/-- Exchanging the two states conjugates their overlap. -/
theorem overlap_swap (x y : n → ℂ) : star x ⬝ᵥ y = star (star y ⬝ᵥ x) := by
  simp only [dotProduct, Pi.star_apply, star_sum, star_mul', star_star]
  exact Finset.sum_congr rfl fun i _ => mul_comm _ _
```

## (b) Exchanging two states around a Hermitian operator

**Task.** For Hermitian $A$, show that $\langle v,Au\rangle=\overline{\langle u,Av\rangle}$.

**Solution.** Part (a) gives $\langle v,Au\rangle=\overline{\langle Au,v\rangle}$. Since $A^\dagger=A$,
$$\langle Au,v\rangle=u^\dagger A^\dagger v=u^\dagger Av=\langle u,Av\rangle .$$
The rewrites follow this order, with `hA.eq` supplying $A^\dagger=A$.

```lean
/-- Exchanging the two states conjugates the matrix element of a Hermitian operator. -/
theorem braket_swap {A : Matrix n n ℂ} (hA : A.IsHermitian) (u v : n → ℂ) :
    braket v A u = star (braket u A v) := by
  unfold braket
  rw [overlap_swap v (A *ᵥ u), Matrix.star_mulVec, hA.eq, ← Matrix.dotProduct_mulVec]
```

## (c) Orthogonality of different spin states

**Task.** Let $S$ be Hermitian with $Su=au$, $Sv=bv$ and real $a\neq b$. Show that $\langle u,v\rangle=0$.

**Solution.** Evaluate both sides of (b) for $A=S$. The left side is $a\langle v,u\rangle=a\,\overline{\langle u,v\rangle}$, and the right side is $\overline{b\langle u,v\rangle}=b\,\overline{\langle u,v\rangle}$. Therefore
$$(a-b)\,\overline{\langle u,v\rangle}=0,$$
and $a\ne b$ leaves only $\langle u,v\rangle=0$. This product is `h0` in the code, and `hne` is the nonzero factor.

```lean
/-- Eigenvectors of a Hermitian operator with different real eigenvalues are orthogonal. -/
theorem eigenstates_orthogonal {S : Matrix n n ℂ} (hS : S.IsHermitian) {u v : n → ℂ}
    {a b : ℝ} (hu : S *ᵥ u = (a : ℂ) • u) (hv : S *ᵥ v = (b : ℂ) • v) (hab : a ≠ b) :
    star u ⬝ᵥ v = 0 := by
  have h := braket_swap hS u v
  unfold braket at h
  rw [hu, hv, dotProduct_smul, dotProduct_smul, overlap_swap v u] at h
  simp only [smul_eq_mul, star_mul', Complex.star_def, Complex.conj_ofReal] at h
  have hne : (a : ℂ) - b ≠ 0 := sub_ne_zero.mpr (by exact_mod_cast hab)
  have h0 : ((a : ℂ) - b) * (starRingEnd ℂ) (star u ⬝ᵥ v) = 0 := by
    linear_combination h
  exact (map_eq_zero (starRingEnd ℂ)).mp ((mul_eq_zero.mp h0).resolve_left hne)
```

## (d) Norm of the contaminated state

**Task.** For orthonormal $u,v$, show that $\langle\psi(t),\psi(t)\rangle=1$ for every $t$.

**Solution.** Write $c=\cos t$ and $s=\sin t$. Then
$$\langle\psi,\psi\rangle=c^2\langle u,u\rangle+s^2\langle v,v\rangle+cs\big(\langle u,v\rangle+\langle v,u\rangle\big)=c^2+s^2=1 .$$
The Lean proof also replaces the cosine and sine by letters, keeping only $c^2+s^2=1$, and expands by linearity.

```lean
/-- Mixing two orthonormal states through an angle gives a normalised state. -/
theorem mixed_normalised {u v : n → ℂ} (hu1 : star u ⬝ᵥ u = 1) (hv1 : star v ⬝ᵥ v = 1)
    (h0 : star u ⬝ᵥ v = 0) (t : ℝ) : star (mixed u v t) ⬝ᵥ mixed u v t = 1 := by
  have h0' : star v ⬝ᵥ u = 0 := by rw [overlap_swap, h0, star_zero]
  have h := Real.cos_sq_add_sin_sq t
  unfold mixed
  generalize Real.cos t = c at h ⊢
  generalize Real.sin t = s at h ⊢
  have hc : (c : ℂ) ^ 2 + (s : ℂ) ^ 2 = 1 := by exact_mod_cast h
  have hstar : star ((c : ℂ) • u + (s : ℂ) • v) = (c : ℂ) • star u + (s : ℂ) • star v := by
    ext i; simp [mul_comm]
  simp only [hstar, add_dotProduct, dotProduct_add, smul_dotProduct, dotProduct_smul,
    smul_eq_mul, hu1, hv1, h0, h0']
  linear_combination hc
```

## (e) Populations and interference

**Task.** For Hermitian $A$ and any $u,v$, show that
$$\langle A\rangle_{\psi(t)}=\cos^2(t)\,\langle A\rangle_u+\sin^2(t)\,\langle A\rangle_v+2\sin(t)\cos(t)\,\mathrm{Re}\langle u,Av\rangle .$$

**Solution.** With the same $c,s$,
$$\langle\psi,A\psi\rangle=c^2\langle u,Au\rangle+s^2\langle v,Av\rangle+cs\big(\langle u,Av\rangle+\langle v,Au\rangle\big).$$
By (b), the two cross terms are complex conjugates, so their real parts are equal. Taking the real part gives the formula. The equality of real parts is `hswap`, which the last line multiplies by $cs$.

```lean
/-- The mean of a Hermitian operator in the mixed state is the sum of the two weighted
means and an interference term. -/
theorem mean_mixed {A : Matrix n n ℂ} (hA : A.IsHermitian) (u v : n → ℂ) (t : ℝ) :
    mean A (mixed u v t) = Real.cos t ^ 2 * mean A u + Real.sin t ^ 2 * mean A v
      + 2 * (Real.sin t * Real.cos t) * (braket u A v).re := by
  have hswap : (braket v A u).re = (braket u A v).re := by
    rw [braket_swap hA u v]; simp
  unfold mixed
  generalize Real.cos t = c
  generalize Real.sin t = s
  have hstar : star ((c : ℂ) • u + (s : ℂ) • v) = (c : ℂ) • star u + (s : ℂ) • star v := by
    ext i; simp [mul_comm]
  unfold braket at hswap
  simp only [mean, braket, hstar, Matrix.mulVec_add, Matrix.mulVec_smul, add_dotProduct,
    dotProduct_add, smul_dotProduct, dotProduct_smul, smul_eq_mul, Complex.add_re,
    Complex.re_ofReal_mul]
  linear_combination c * s * hswap
```

## (f) Shift of an eigenvalue by mixing

**Task.** Let $u,v$ be unit vectors satisfying the conditions of (c). Show that $\langle S\rangle_{\psi(t)}-a=(b-a)\sin^2(t)$.

**Solution.** Here $\langle S\rangle_u=a$, $\langle S\rangle_v=b$, and $\langle u,Sv\rangle=b\langle u,v\rangle=0$ by (c). Part (e) becomes
$$\langle S\rangle_\psi-a=a\cos^2t+b\sin^2t-a=(b-a)\sin^2t .$$
The three inputs are `e1`, `e2` and `e3`.

```lean
/-- Mixing unit eigenvectors of a Hermitian operator with different eigenvalues `a` and `b`
shifts its mean from `a` by exactly `(b - a) sin²(t)`. -/
theorem eigenvalue_shift {S : Matrix n n ℂ} (hS : S.IsHermitian) {u v : n → ℂ} {a b : ℝ}
    (hu1 : star u ⬝ᵥ u = 1) (hv1 : star v ⬝ᵥ v = 1)
    (hu : S *ᵥ u = (a : ℂ) • u) (hv : S *ᵥ v = (b : ℂ) • v) (hab : a ≠ b) (t : ℝ) :
    mean S (mixed u v t) - a = (b - a) * Real.sin t ^ 2 := by
  have e1 : mean S u = a := by rw [mean, braket, hu, dotProduct_smul, hu1]; simp
  have e2 : mean S v = b := by rw [mean, braket, hv, dotProduct_smul, hv1]; simp
  -- the interference term vanishes by orthogonality
  have e3 : (braket u S v).re = 0 := by
    rw [braket, hv, dotProduct_smul, eigenstates_orthogonal hS hu hv hab]; simp
  rw [mean_mixed hS, e1, e2, e3]
  linear_combination a * Real.cos_sq_add_sin_sq t
```

## (g) Initial slope of the hyperfine expectation value

**Task.** For Hermitian $T$, show that
$$\frac{\langle T\rangle_{\psi(t)}-\langle T\rangle_u}{t}\longrightarrow 2\,\mathrm{Re}\langle u,Tv\rangle\qquad(t\to0,\ t\neq0).$$

**Solution.** Differentiate (e) with $A=T$:
$$\frac{d}{dt}\langle T\rangle_{\psi(t)}=2\sin t\cos t\,\big(\langle T\rangle_v-\langle T\rangle_u\big)+2(\cos^2t-\sin^2t)\,\mathrm{Re}\langle u,Tv\rangle .$$
At $t=0$ only $2\,\mathrm{Re}\langle u,Tv\rangle$ survives. Since $\psi(0)=u$, the quotient is the difference quotient at zero and tends to this derivative.

In Lean, `hd` is the derivative, and `hasDerivAt_iff_tendsto_slope` turns it into the limit. The filter `𝓝[≠] 0` means that $t$ approaches zero through nonzero values. Neither normalisation nor orthogonality is needed for this limit.

```lean
/-- For Hermitian `T`, the change of its mean per unit mixing angle tends to
`2 Re⟨u, T v⟩` as the angle tends to zero. -/
theorem first_order_error {T : Matrix n n ℂ} (hT : T.IsHermitian) (u v : n → ℂ) :
    Tendsto (fun t : ℝ => (mean T (mixed u v t) - mean T u) / t) (𝓝[≠] 0)
      (𝓝 (2 * (braket u T v).re)) := by
  have hd : HasDerivAt (fun t : ℝ => mean T (mixed u v t)) (2 * (braket u T v).re) 0 := by
    rw [funext (mean_mixed hT u v)]
    have hc := Real.hasDerivAt_cos 0
    have hs := Real.hasDerivAt_sin 0
    refine HasDerivAt.congr_deriv
      ((((hc.fun_pow 2).mul_const (mean T u)).fun_add
        ((hs.fun_pow 2).mul_const (mean T v))).fun_add
        (((hs.fun_mul hc).const_mul 2).mul_const (braket u T v).re)) ?_
    simp
  have h0 : mixed u v 0 = u := by simp [mixed]
  refine (hasDerivAt_iff_tendsto_slope.mp hd).congr fun t => ?_
  simp only [slope_def_field, sub_zero, h0]
```

## (h) Doublet contaminated by a quartet

**Task.** Let $S_2,T$ be Hermitian and $u,v$ unit vectors with $S_2u=\tfrac34u$ and $S_2v=\tfrac{15}4v$. Show that $\psi(t)$ is normalised, that
$$\langle S_2\rangle_{\psi(t)}-\tfrac34=3\sin^2(t)$$
for every $t$, and that the limit in (g) holds.

**Solution.** The eigenvalues differ, so (c) gives orthogonality and (d) gives the norm. Part (f) with $b-a=\tfrac{15}4-\tfrac34=3$ gives the contamination. The limit is (g).

The error is truly first order when $\mathrm{Re}\langle u,Tv\rangle\neq0$. If $T$ commuted with $S_2$, this coupling would vanish; a hyperfine operator acts on individual spins and can connect a doublet to a quartet.

The Lean statement joins the three conclusions with `∧`. Its proof first rewrites the eigenvalues as real numbers, then applies the earlier parts.

```lean
/-- A unit doublet `u` mixed with a unit quartet `v` of the Hermitian `S2` stays normalised
and has spin contamination `3 sin²(t)`, while the error of a Hermitian hyperfine operator `T`,
divided by `t`, tends to `2 Re⟨u, T v⟩` as `t` tends to zero. -/
theorem contamination_and_hyperfine_error {S2 T : Matrix n n ℂ} (hS : S2.IsHermitian)
    (hT : T.IsHermitian) {u v : n → ℂ} (hu1 : star u ⬝ᵥ u = 1) (hv1 : star v ⬝ᵥ v = 1)
    (hu : S2 *ᵥ u = (3 / 4 : ℂ) • u) (hv : S2 *ᵥ v = (15 / 4 : ℂ) • v) :
    (∀ t, star (mixed u v t) ⬝ᵥ mixed u v t = 1) ∧
    (∀ t, mean S2 (mixed u v t) - 3 / 4 = 3 * Real.sin t ^ 2) ∧
    Tendsto (fun t : ℝ => (mean T (mixed u v t) - mean T u) / t) (𝓝[≠] 0)
      (𝓝 (2 * (braket u T v).re)) := by
  have hu' : S2 *ᵥ u = ((3 / 4 : ℝ) : ℂ) • u := by push_cast; exact hu
  have hv' : S2 *ᵥ v = ((15 / 4 : ℝ) : ℂ) • v := by push_cast; exact hv
  have hab : (3 / 4 : ℝ) ≠ 15 / 4 := by norm_num
  refine ⟨mixed_normalised hu1 hv1 (eigenstates_orthogonal hS hu' hv' hab), fun t => ?_,
    first_order_error hT u v⟩
  rw [eigenvalue_shift hS hu1 hv1 hu' hv' hab t]
  ring
```

## (i) Eliminating the mixing angle

**Task.** Under the conditions of (h), show that
$$\frac{\big(\langle T\rangle_{\psi(t)}-\langle T\rangle_u\big)^2}{\langle S_2\rangle_{\psi(t)}-3/4}\longrightarrow\tfrac43\big(\mathrm{Re}\langle u,Tv\rangle\big)^2\qquad(t\to0,\ t\neq0).$$

**Solution.** Insert the contamination from (h) and divide numerator and denominator by $t^2$:
$$\frac{\big[(\langle T\rangle_\psi-\langle T\rangle_u)/t\big]^2}{3\,(\sin t/t)^2}\longrightarrow\frac{\big(2\,\mathrm{Re}\langle u,Tv\rangle\big)^2}{3}.$$
The code obtains $\sin t/t\to1$ as `hsin`, combines the limits in `hlim`, and cancels $t^2$ for nonzero $t$ at the end.

```lean
/-- For a unit doublet and a unit quartet of the Hermitian `S2` and a Hermitian `T`, the squared
hyperfine error divided by the spin contamination tends to `(4/3) (Re⟨u, T v⟩)²` as the mixing
angle tends to zero. -/
theorem squared_error_per_contamination {S2 T : Matrix n n ℂ} (hS : S2.IsHermitian)
    (hT : T.IsHermitian) {u v : n → ℂ} (hu1 : star u ⬝ᵥ u = 1) (hv1 : star v ⬝ᵥ v = 1)
    (hu : S2 *ᵥ u = (3 / 4 : ℂ) • u) (hv : S2 *ᵥ v = (15 / 4 : ℂ) • v) :
    Tendsto (fun t : ℝ => (mean T (mixed u v t) - mean T u) ^ 2 /
      (mean S2 (mixed u v t) - 3 / 4)) (𝓝[≠] 0) (𝓝 (4 / 3 * (braket u T v).re ^ 2)) := by
  obtain ⟨-, hcont, herr⟩ := contamination_and_hyperfine_error hS hT hu1 hv1 hu hv
  have hsin : Tendsto (fun t : ℝ => Real.sin t / t) (𝓝[≠] 0) (𝓝 1) := by
    have h := hasDerivAt_iff_tendsto_slope.mp (Real.hasDerivAt_sin 0)
    rw [Real.cos_zero] at h
    refine h.congr fun t => ?_
    simp only [slope_def_field, sub_zero, Real.sin_zero]
  have hlim := (herr.pow 2).div ((hsin.pow 2).const_mul 3) (by norm_num)
  have hval : (2 * (braket u T v).re) ^ 2 / (3 * 1 ^ 2) = 4 / 3 * (braket u T v).re ^ 2 := by
    ring
  rw [hval] at hlim
  refine hlim.congr' ?_
  filter_upwards [self_mem_nhdsWithin] with t ht
  have ht0 : t ≠ 0 := ht
  -- the common factor `t²` cancels
  simp only [Pi.div_apply]
  rw [hcont t, div_pow, div_pow, ← mul_div_assoc,
    div_div_div_cancel_right₀ (pow_ne_zero 2 ht0)]
```

## (j) Three spins one half

Take the sector $M=1/2$ of three spins, with basis states labelled by the position of the down spin. There $S_2=\tfrac34+P_{12}+P_{13}+P_{23}$, where $P_{ij}$ exchanges spins $i$ and $j$. One exchange leaves a given basis state fixed, so the diagonal entries are $7/4$; the off-diagonal entries are $1$. Lean receives this matrix directly and does not construct it from spin operators.

```lean
/-- The total spin squared of three spins one half in the sector `M = 1/2`, in the basis
labelled by the position of the down spin. -/
def threeSpinS2 : Matrix (Fin 3) (Fin 3) ℂ := !![7/4, 1, 1; 1, 7/4, 1; 1, 1, 7/4]
```

For $T$, take the Pauli $z$ operator of the middle spin.

```lean
/-- The Pauli z operator of the middle spin in the same basis. -/
def middleSpin : Matrix (Fin 3) (Fin 3) ℂ := !![1, 0, 0; 0, -1, 0; 0, 0, 1]
```

The two normalised states are $u=(1,-2,1)/\sqrt6$ and $v=(1,1,1)/\sqrt3$.

```lean
/-- The three-spin state with amplitudes `(1, -2, 1)/√6`. -/
def doublet : Fin 3 → ℂ := (((√6)⁻¹ : ℝ) : ℂ) • ![1, -2, 1]

/-- The three-spin state with amplitudes `(1, 1, 1)/√3`. -/
def quartet : Fin 3 → ℂ := (((√3)⁻¹ : ℝ) : ℂ) • ![1, 1, 1]
```

**Task.** Show that these matrices and states meet every condition of (h), and that $\mathrm{Re}\langle u,Tv\rangle>0$.

**Solution.** Both matrices are real and symmetric. The squared norms are $(1+4+1)/6=1$ and $(1+1+1)/3=1$. Direct multiplication gives
$$S_2(1,-2,1)^T=\big(\tfrac34,-\tfrac32,\tfrac34\big)^T,\qquad S_2(1,1,1)^T=\tfrac{15}4(1,1,1)^T .$$
Finally, $T(1,1,1)^T=(1,-1,1)^T$, so
$$\langle u,Tv\rangle=\frac{1+2+1}{\sqrt6\,\sqrt3}=\frac{2\sqrt2}{3}>0 .$$
In Lean, `k6` and `k3` compute the norms and `kT` the coupling, with general prefactors; `fin_cases` checks the matrix identities entry by entry. The theorem records the sign of the coupling.

```lean
/-- The three-spin doublet and quartet are unit eigenvectors of the Hermitian total spin squared
with eigenvalues 3/4 and 15/4, and the Hermitian middle-spin operator couples them with a
positive real part. -/
theorem three_spin_witness :
    threeSpinS2.IsHermitian ∧ middleSpin.IsHermitian ∧
    star doublet ⬝ᵥ doublet = 1 ∧ star quartet ⬝ᵥ quartet = 1 ∧
    threeSpinS2 *ᵥ doublet = (3 / 4 : ℂ) • doublet ∧
    threeSpinS2 *ᵥ quartet = (15 / 4 : ℂ) • quartet ∧
    0 < (braket doublet middleSpin quartet).re := by
  have h6 : (((√6)⁻¹ : ℝ) : ℂ) ^ 2 = 1 / 6 := by
    rw [← Complex.ofReal_pow, inv_pow, Real.sq_sqrt (by norm_num)]; norm_num
  have h3 : (((√3)⁻¹ : ℝ) : ℂ) ^ 2 = 1 / 3 := by
    rw [← Complex.ofReal_pow, inv_pow, Real.sq_sqrt (by norm_num)]; norm_num
  have k6 : ∀ c : ℝ, star ((c : ℂ) • (![1, -2, 1] : Fin 3 → ℂ)) ⬝ᵥ
      ((c : ℂ) • (![1, -2, 1] : Fin 3 → ℂ)) = 6 * (c : ℂ) ^ 2 := by
    intro c
    have h2 : (starRingEnd ℂ) 2 = 2 := Complex.ext (by simp) (by simp)
    simp [dotProduct, Fin.sum_univ_three]
    linear_combination 2 * (c : ℂ) ^ 2 * h2
  have k3 : ∀ c : ℝ, star ((c : ℂ) • (![1, 1, 1] : Fin 3 → ℂ)) ⬝ᵥ
      ((c : ℂ) • (![1, 1, 1] : Fin 3 → ℂ)) = 3 * (c : ℂ) ^ 2 := by
    intro c
    simp [dotProduct, Fin.sum_univ_three]
    ring
  have kT : ∀ c d : ℝ, (braket ((c : ℂ) • (![1, -2, 1] : Fin 3 → ℂ)) middleSpin
      ((d : ℂ) • (![1, 1, 1] : Fin 3 → ℂ))).re = 4 * c * d := by
    intro c d
    simp [braket, middleSpin, Matrix.mulVec, dotProduct, Fin.sum_univ_three]
    ring
  refine ⟨?_, ?_, ?_, ?_, ?_, ?_, ?_⟩
  · unfold Matrix.IsHermitian
    ext i j
    fin_cases i <;> fin_cases j <;> simp [threeSpinS2]
  · unfold Matrix.IsHermitian
    ext i j
    fin_cases i <;> fin_cases j <;> simp [middleSpin]
  · rw [doublet, k6, h6]; norm_num
  · rw [quartet, k3, h3]; norm_num
  · rw [doublet, Matrix.mulVec_smul, smul_comm (3 / 4 : ℂ)]
    congr 1
    ext i
    fin_cases i <;>
      simp [threeSpinS2, Matrix.mulVec, dotProduct, Fin.sum_univ_three] <;> norm_num
  · rw [quartet, Matrix.mulVec_smul, smul_comm (15 / 4 : ℂ)]
    congr 1
    ext i
    fin_cases i <;>
      simp [threeSpinS2, Matrix.mulVec, dotProduct, Fin.sum_univ_three] <;> norm_num
  · rw [doublet, quartet, kT]
    positivity

end

end SpinContaminationHyperfine
```

## Reading ⟨S²⟩ in a radical calculation

An unrestricted Hartree–Fock calculation on a doublet radical obtains $\langle S_2\rangle$ from the overlaps between occupied α and β orbitals, and the Fermi contact coupling from the spin density at the nucleus. For three electrons with $M=1/2$, the determinant contains only doublet and quartet components, as in $\psi(t)$; with more electrons, higher spins can enter.

Suppose the output for three electrons is $\langle S_2\rangle=0.753$. Then $\sin^2t=0.001$ and $|t|\approx0.032$. In the three-spin model of (j), formula (e) with the same angle and positive $t$ moves the middle-spin value from $-0.333$ to about $-0.273$, a change of 18 per cent. That model state is not a single determinant, so the figure shows how sensitive a local spin can be to a small contamination; it does not estimate the error of the Hartree–Fock calculation.

```lean
#print axioms SpinContaminationHyperfine.squared_error_per_contamination
-- 'SpinContaminationHyperfine.squared_error_per_contamination' depends on axioms: [propext, Classical.choice, Quot.sound]
```
